# With the harmonic force inverted along one eigenmode, only index-one saddles attract

Let $H$ be the Hessian at a stationary point, with orthonormal eigenvectors $u_i$ and eigenvalues $w_i$. Reverse the component of the harmonic force along one chosen eigenvector $u_m$. The Jacobian of the resulting force is

$$J = -(1 - 2u_m u_m^{\mathsf T})H,$$

and it satisfies

$$\langle x, Jx\rangle < 0 \ \text{ for all } x \neq 0 \quad\Longleftrightarrow\quad w_m < 0 \ \text{ and } \ w_i > 0 \ \text{ for all } i \neq m.$$

The same condition on the eigenvalues is necessary and sufficient for every solution of $\dot x = Jx$ to converge to the stationary point, which is placed at $x = 0$. An index-one saddle with no zero eigenvalues therefore attracts when its unstable mode is $u_m$, and a minimum does not attract whichever mode is inverted.

## Where a saddle search uses the sign pattern

Minimum-mode following methods, such as the dimer method, look for a transition state from a single starting geometry. They estimate the lowest-curvature mode, reverse the force along it and pass the modified force to an optimizer. An optimizer that takes small steps along this force is drawn to a nearby saddle if the force pulls the geometry back from every small displacement. For transition-state searches on an electronic-structure energy surface, the equivalence says when this happens, within the harmonic approximation and with the exact eigenmode inverted.

The inequalities are strict, which matters for unconstrained atoms. The uniform translations of an isolated molecule or a periodic crystal have $w_i = 0$, and so do the rotations of an isolated molecule at a stationary point. In the full coordinate space the condition then fails, because displacements along these modes feel no restoring force. The equivalence should be applied in the space that remains after such modes have been removed.

## From mode components to convergence

Write $c_i = \langle u_i, x\rangle$, so that $x = \sum_j c_j u_j$. Since $Hu_j = w_j u_j$,

$$\langle u_i, Hx\rangle = \sum_j c_j w_j \langle u_i, u_j\rangle = w_i c_i.$$

The inverted force is $Jx = -Hx + 2\langle u_m, Hx\rangle u_m$. Its component along $u_i$ is

$$\langle u_i, Jx\rangle = -w_i c_i + 2 w_m c_m \langle u_i, u_m\rangle = r_i c_i,
\qquad
r_i = \begin{cases} w_m & i = m,\\ -w_i & i \neq m.\end{cases}$$

All the rates $r_i$ are negative exactly when $w_m < 0$ and every other $w_i$ is positive. It remains to relate the signs of the rates to the quadratic form and to the motion.

**The quadratic form.** Expanding in the eigenbasis gives

$$\langle x, Jx\rangle = \sum_i c_i \langle u_i, Jx\rangle = \sum_i r_i c_i^2.$$

If the form is negative for every nonzero $x$, the choice $x = u_i$ gives $r_i < 0$. Conversely, suppose that all rates are negative and $x \neq 0$. Every term of the sum is at most zero. Some $c_k$ is nonzero, since otherwise $x$ would vanish, and its term $r_k c_k^2$ is strictly negative. Hence the sum is negative.

**The motion.** Along a solution of $\dot x = Jx$, each component obeys $\dot c_i = r_i c_i$. Therefore

$$\frac{d}{dt}\left(e^{-r_i t} c_i(t)\right) = e^{-r_i t}\left(-r_i c_i + r_i c_i\right) = 0,
\qquad\text{so}\qquad c_i(t) = e^{r_i t} c_i(0).$$

If all rates are negative, every component tends to zero. There are finitely many components, so $x(t) \to 0$.

For the converse, $x(t) = e^{r_i t} u_i$ is itself a solution, because $Ju_i = r_i u_i$. Its length is $e^{r_i t}$. If $r_i \ge 0$, this length is at least $1$ for all $t \ge 0$ and the solution cannot converge to zero. Convergence of every solution thus forces every rate to be negative.

**A followed mode with nonnegative curvature.** If $w_m \ge 0$, then for $t \ge 0$

$$\|x(t)\| \ge |c_m(t)| = e^{w_m t}|c_m(0)| \ge |c_m(0)|.$$

A solution that starts with $c_m(0) \neq 0$ stays at least this far from the stationary point. This covers every minimum, whichever mode is inverted. A solution with $c_m(0) = 0$ keeps $c_m = 0$, and it converges if all the other curvatures are positive. At a minimum whose curvatures are all positive, the solutions that fail to converge are therefore exactly those that start with a component along the inverted mode.

## The Lean file

```lean
import Mathlib

open Filter Topology
open scoped InnerProductSpace

namespace SingleEndedSaddleSearch

noncomputable section

variable {E ι : Type*} [NormedAddCommGroup E] [InnerProductSpace ℝ E]
  [Fintype ι] [DecidableEq ι]

/-- The vector `-(1 - 2 v vᵀ) H x`. When `v` has unit length, this is the harmonic force `-H x` with
its component along `v` reversed. -/
def invertedForce (H : E →ₗ[ℝ] E) (v x : E) : E :=
  -(H x - (2 * ⟪v, H x⟫_ℝ) • v)

/-- The rate of mode `i` when mode `m` is inverted: `w m` for the inverted mode,
`-w i` for every other one. -/
def rate (w : ι → ℝ) (m i : ι) : ℝ := if i = m then w i else -w i

/-- A curve that follows the inverted force at all times. -/
def IsTrajectory (H : E →ₗ[ℝ] E) (v : E) (x : ℝ → E) : Prop :=
  ∀ t, HasDerivAt x (invertedForce H v (x t)) t

omit [DecidableEq ι] in
/-- For any orthonormal basis and any list of curvatures, the linear map that scales each basis
vector by its curvature has these eigenvectors and eigenvalues. -/
theorem eigenbasis_witness (u : OrthonormalBasis ι ℝ E) (w : ι → ℝ) (i : ι) :
    u.toBasis.constr ℝ (fun j => w j • u j) (u i) = w i • u i := by
  have h := u.toBasis.constr_basis ℝ (fun j => w j • u j) i
  rw [OrthonormalBasis.coe_toBasis] at h
  exact h

omit [DecidableEq ι] in
/-- The component of `H x` along an eigenmode is the curvature times the component of `x`. -/
theorem inner_hessian (u : OrthonormalBasis ι ℝ E) (w : ι → ℝ) (H : E →ₗ[ℝ] E)
    (hH : ∀ i, H (u i) = w i • u i) (i : ι) (x : E) :
    ⟪u i, H x⟫_ℝ = w i * ⟪u i, x⟫_ℝ := by
  have h : ⟪u i, H x⟫_ℝ = ∑ j, ⟪u j, x⟫_ℝ * (w j * ⟪u i, u j⟫_ℝ) := by
    conv_lhs => rw [← u.sum_repr' x, map_sum, inner_sum]
    refine Finset.sum_congr rfl fun j _ => ?_
    rw [map_smul, hH, inner_smul_right, inner_smul_right]
  rw [h, Finset.sum_eq_single i]
  · rw [real_inner_self_eq_norm_sq, u.orthonormal.1 i]
    ring
  · intro j _ hj
    have h0 : ⟪u i, u j⟫_ℝ = 0 := u.orthonormal.2 (Ne.symm hj)
    rw [h0]
    ring
  · intro hi
    exact absurd (Finset.mem_univ i) hi

/-- The inverted force acts on each eigenmode separately, multiplying its component by
the rate of that mode. -/
theorem inner_invertedForce (u : OrthonormalBasis ι ℝ E) (w : ι → ℝ) (H : E →ₗ[ℝ] E)
    (hH : ∀ i, H (u i) = w i • u i) (m i : ι) (x : E) :
    ⟪u i, invertedForce H (u m) x⟫_ℝ = rate w m i * ⟪u i, x⟫_ℝ := by
  unfold invertedForce rate
  rw [inner_neg_right, inner_sub_right, inner_smul_right,
    inner_hessian u w H hH, inner_hessian u w H hH]
  by_cases h : i = m
  · subst h
    rw [if_pos rfl, real_inner_self_eq_norm_sq, u.orthonormal.1 i]
    ring
  · have h0 : ⟪u i, u m⟫_ℝ = 0 := u.orthonormal.2 h
    rw [if_neg h, h0]
    ring

omit [Fintype ι] in
/-- All rates are negative exactly when the inverted mode has negative curvature and all
other modes have positive curvature. -/
theorem rate_neg_iff (w : ι → ℝ) (m : ι) :
    (∀ i, rate w m i < 0) ↔ w m < 0 ∧ ∀ i, i ≠ m → 0 < w i := by
  unfold rate
  constructor
  · intro h
    refine ⟨?_, fun i hi => ?_⟩
    · have := h m
      rwa [if_pos rfl] at this
    · have := h i
      rw [if_neg hi] at this
      linarith
  · rintro ⟨h1, h2⟩ i
    by_cases hi : i = m
    · rw [if_pos hi, hi]
      exact h1
    · rw [if_neg hi]
      linarith [h2 i hi]

/-- The Jacobian of the inverted force is negative definite if and only if the inverted mode
has negative curvature and every other mode has positive curvature. -/
theorem negative_definite_iff_index_one (u : OrthonormalBasis ι ℝ E) (w : ι → ℝ)
    (H : E →ₗ[ℝ] E) (hH : ∀ i, H (u i) = w i • u i) (m : ι) :
    (∀ x : E, x ≠ 0 → ⟪x, invertedForce H (u m) x⟫_ℝ < 0) ↔
      w m < 0 ∧ ∀ i, i ≠ m → 0 < w i := by
  rw [← rate_neg_iff]
  constructor
  · -- test the quadratic form on the eigenmodes
    intro h i
    have hn : ‖u i‖ = 1 := u.orthonormal.1 i
    have h0 : u i ≠ 0 := by
      intro h0
      rw [h0, norm_zero] at hn
      exact zero_ne_one hn
    have h1 := h (u i) h0
    rw [inner_invertedForce u w H hH, real_inner_self_eq_norm_sq, hn] at h1
    linarith
  · intro hr x hx
    -- a nonzero displacement has a nonzero component along some mode
    have hex : ∃ i, ⟪u i, x⟫_ℝ ≠ 0 := by
      by_contra hcon
      push Not at hcon
      apply hx
      rw [← u.sum_repr' x]
      exact Finset.sum_eq_zero fun i _ => by rw [hcon i, zero_smul]
    obtain ⟨k, hk⟩ := hex
    have hsum : ⟪x, invertedForce H (u m) x⟫_ℝ = ∑ i, rate w m i * ⟪u i, x⟫_ℝ ^ 2 := by
      rw [← u.sum_inner_mul_inner x]
      refine Finset.sum_congr rfl fun i _ => ?_
      rw [inner_invertedForce u w H hH, real_inner_comm (u i) x]
      ring
    have hlt : ∑ i, rate w m i * ⟪u i, x⟫_ℝ ^ 2 < ∑ _i : ι, (0 : ℝ) :=
      Finset.sum_lt_sum
        (fun i _ => mul_nonpos_of_nonpos_of_nonneg (hr i).le (sq_nonneg _))
        ⟨k, Finset.mem_univ k, mul_neg_of_neg_of_pos (hr k) (by positivity)⟩
    rw [Finset.sum_const_zero] at hlt
    rw [hsum]
    exact hlt

/-- Along a trajectory of the inverted force each mode component evolves exponentially
with its own rate. -/
theorem trajectory_component (u : OrthonormalBasis ι ℝ E) (w : ι → ℝ) (H : E →ₗ[ℝ] E)
    (hH : ∀ i, H (u i) = w i • u i) (m i : ι) (x : ℝ → E)
    (hx : IsTrajectory H (u m) x) (t : ℝ) :
    ⟪u i, x t⟫_ℝ = Real.exp (rate w m i * t) * ⟪u i, x 0⟫_ℝ := by
  set r := rate w m i with hr
  -- the component times the integrating factor is constant
  have hd : ∀ s, HasDerivAt (fun s => Real.exp (s * (-r)) * ⟪u i, x s⟫_ℝ) 0 s := by
    intro s
    have hc := (hasDerivAt_const s (u i)).inner ℝ (hx s)
    rw [inner_zero_left, add_zero, inner_invertedForce u w H hH, ← hr] at hc
    have he : HasDerivAt (fun s : ℝ => Real.exp (s * (-r))) (Real.exp (s * (-r)) * (-r)) s :=
      (hasDerivAt_mul_const (-r)).exp
    exact (he.fun_mul hc).congr_deriv (by ring)
  have hk := is_const_of_deriv_eq_zero (fun s => (hd s).differentiableAt)
    (fun s => (hd s).deriv) t 0
  simp only [zero_mul, Real.exp_zero, one_mul] at hk
  have hE : Real.exp (r * t) * Real.exp (t * (-r)) = 1 := by
    rw [← Real.exp_add, show r * t + t * (-r) = 0 by ring, Real.exp_zero]
  linear_combination Real.exp (r * t) * hk - ⟪u i, x t⟫_ℝ * hE

/-- Displacing along a single mode and letting it evolve exponentially with its rate gives
a trajectory of the inverted force. -/
theorem pure_mode_trajectory (u : OrthonormalBasis ι ℝ E) (w : ι → ℝ) (H : E →ₗ[ℝ] E)
    (hH : ∀ i, H (u i) = w i • u i) (m i : ι) :
    IsTrajectory H (u m) (fun t => Real.exp (t * rate w m i) • u i) := by
  intro t
  have he : HasDerivAt (fun s : ℝ => Real.exp (s * rate w m i))
      (Real.exp (t * rate w m i) * rate w m i) t := (hasDerivAt_mul_const _).exp
  refine (he.smul_const (u i)).congr_deriv ?_
  -- both sides have the same components in the eigenbasis
  rw [← u.sum_repr' (invertedForce H (u m) (Real.exp (t * rate w m i) • u i)),
    Finset.sum_eq_single i]
  · rw [inner_invertedForce u w H hH, inner_smul_right, real_inner_self_eq_norm_sq,
      u.orthonormal.1 i]
    congr 1
    ring
  · intro j _ hj
    have h0 : ⟪u j, u i⟫_ℝ = 0 := u.orthonormal.2 hj
    rw [inner_invertedForce u w H hH, inner_smul_right, h0, mul_zero, mul_zero, zero_smul]
  · intro hi
    exact absurd (Finset.mem_univ i) hi

/-- Every trajectory of the inverted force converges to the stationary point if and only if
the inverted mode has negative curvature and every other mode has positive curvature. -/
theorem attracts_iff_index_one (u : OrthonormalBasis ι ℝ E) (w : ι → ℝ) (H : E →ₗ[ℝ] E)
    (hH : ∀ i, H (u i) = w i • u i) (m : ι) :
    (∀ x : ℝ → E, IsTrajectory H (u m) x → Tendsto x atTop (𝓝 0)) ↔
      w m < 0 ∧ ∀ i, i ≠ m → 0 < w i := by
  rw [← rate_neg_iff]
  constructor
  · intro h i
    by_contra hcon
    have hr : 0 ≤ rate w m i := not_lt.mp hcon
    -- a mode with nonnegative rate keeps at least its initial length
    have ht := (h _ (pure_mode_trajectory u w H hH m i)).norm
    have h1 : (1 : ℝ) ≤ ‖(0 : E)‖ := by
      refine ge_of_tendsto ht ?_
      filter_upwards [eventually_ge_atTop (0 : ℝ)] with t h0
      rw [norm_smul, u.orthonormal.1 i, mul_one, Real.norm_eq_abs, Real.abs_exp]
      exact Real.one_le_exp (mul_nonneg h0 hr)
    rw [norm_zero] at h1
    linarith
  · intro hr x hx
    have hexp : ∀ i, Tendsto (fun t : ℝ => Real.exp (rate w m i * t)) atTop (𝓝 0) :=
      fun i => Real.tendsto_exp_atBot.comp (tendsto_id.const_mul_atTop_of_neg (hr i))
    have hs : Tendsto (fun t : ℝ => ∑ i, (Real.exp (rate w m i * t) * ⟪u i, x 0⟫_ℝ) • u i)
        atTop (𝓝 (∑ i, ((0 : ℝ) * ⟪u i, x 0⟫_ℝ) • u i)) :=
      tendsto_finsetSum _ fun i _ => ((hexp i).mul_const _).smul_const _
    have hz : ∑ i, ((0 : ℝ) * ⟪u i, x 0⟫_ℝ) • u i = 0 :=
      Finset.sum_eq_zero fun i _ => by rw [zero_mul, zero_smul]
    rw [hz] at hs
    refine hs.congr fun t => ?_
    rw [← u.sum_repr' (x t)]
    exact Finset.sum_congr rfl fun i _ => by rw [trajectory_component u w H hH m i x hx t]

/-- If the inverted mode has nonnegative curvature, no trajectory that starts with a
component along this mode converges to the stationary point. -/
theorem not_attracted_of_nonneg_curvature (u : OrthonormalBasis ι ℝ E) (w : ι → ℝ)
    (H : E →ₗ[ℝ] E) (hH : ∀ i, H (u i) = w i • u i) (m : ι) (hm : 0 ≤ w m)
    (x : ℝ → E) (hx : IsTrajectory H (u m) x) (h0 : ⟪u m, x 0⟫_ℝ ≠ 0) :
    ¬ Tendsto x atTop (𝓝 0) := by
  intro ht
  have h1 : |⟪u m, x 0⟫_ℝ| ≤ ‖(0 : E)‖ := by
    refine ge_of_tendsto ht.norm ?_
    filter_upwards [eventually_ge_atTop (0 : ℝ)] with t h2
    have h3 := abs_real_inner_le_norm (u m) (x t)
    rw [u.orthonormal.1 m, one_mul, trajectory_component u w H hH m m x hx t, abs_mul,
      Real.abs_exp] at h3
    have h4 : 1 ≤ Real.exp (rate w m m * t) := by
      apply Real.one_le_exp
      unfold rate
      rw [if_pos rfl]
      exact mul_nonneg hm h2
    nlinarith [abs_nonneg ⟪u m, x 0⟫_ℝ]
  rw [norm_zero] at h1
  exact absurd h1 (not_le_of_gt (abs_pos.mpr h0))

end

end SingleEndedSaddleSearch
```

```lean
#print axioms SingleEndedSaddleSearch.negative_definite_iff_index_one
#print axioms SingleEndedSaddleSearch.attracts_iff_index_one
#print axioms SingleEndedSaddleSearch.not_attracted_of_nonneg_curvature
```

```
'SingleEndedSaddleSearch.negative_definite_iff_index_one' depends on axioms: [propext, Classical.choice, Quot.sound]
'SingleEndedSaddleSearch.attracts_iff_index_one' depends on axioms: [propext, Classical.choice, Quot.sound]
'SingleEndedSaddleSearch.not_attracted_of_nonneg_curvature' depends on axioms: [propext, Classical.choice, Quot.sound]
```

## How the Lean statements describe the search

The configuration space `E` is a real inner product space, and `u : OrthonormalBasis ι ℝ E` is an orthonormal basis with a finite index type, so the space is finite-dimensional. The function `w` lists the curvatures. The Hessian is a linear map `H`, and the hypothesis `hH` says that each `u i` is an eigenvector with eigenvalue `w i`. Symmetry of `H` follows from this and is not a separate assumption. The theorem `eigenbasis_witness` constructs such a map for any orthonormal basis and any list of curvatures.

`invertedForce H v x` is the vector $-(Hx - 2\langle v, Hx\rangle v)$. The theorems always take `v` to be `u m`, which has unit length. The index `m` is arbitrary: nothing requires it to label the lowest mode, although the condition on the right of the equivalence makes it so. In one dimension that condition reduces to $w_m < 0$.

`IsTrajectory H v x` says that the curve `x` has the inverted force as its derivative at every real time. This is overdamped motion with unit mobility, and $t$ is a fictitious relaxation time. `Tendsto x atTop (𝓝 0)` is convergence to the stationary point as $t \to \infty$.

The three main results are:

- `negative_definite_iff_index_one`, the equivalence for the quadratic form;
- `attracts_iff_index_one`, the equivalence for convergence of all trajectories;
- `not_attracted_of_nonneg_curvature`, the failure to converge when $w_m \ge 0$ and the initial displacement has a component along $u_m$.

## How the Lean proof follows the derivation

`inner_hessian` and `inner_invertedForce` establish the component formulas. The first expands $x$ in the basis and uses `Finset.sum_eq_single i` to keep the one term that survives orthogonality. The second separates the followed mode from the others with `by_cases h : i = m`. `rate_neg_iff` then translates negative rates into the sign pattern of the curvatures, and both equivalences begin by rewriting with it.

In `negative_definite_iff_index_one`, the forward direction tests the form on `u i`. The reverse direction finds a nonzero component `k`, writes the form as $\sum_i r_i c_i^2$ in `hsum`, and applies `Finset.sum_lt_sum`, which needs every term to be at most zero and one to be strictly negative.

`trajectory_component` is the integrating-factor argument. The product of the exponential and the component has zero derivative, so `is_const_of_deriv_eq_zero` makes it constant, and the final `linear_combination` solves for the component. `pure_mode_trajectory` verifies the single-mode solutions by comparing components in the eigenbasis.

`attracts_iff_index_one` uses these solutions in one direction: a nonnegative rate keeps the length at or above $1$, and `ge_of_tendsto` carries this bound to the limit, where it contradicts a length of zero. In the other direction it rebuilds $x(t)$ as a finite sum of decaying exponentials. `not_attracted_of_nonneg_curvature` passes a lower bound to the limit in the same way, using `abs_real_inner_le_norm` to bound the component by the length of the vector.

## What a production search adds to this model

The theorems concern a linear force with a constant Hessian and a fixed, exact eigenvector. They give no basin size on an anharmonic surface and do not say that a search started far away will reach a saddle. A real code also has features that the model leaves out:

- **An approximate mode.** A dimer rotation stopped at a finite tolerance gives a direction that is only close to an eigenvector, and the separation into independent components no longer holds exactly.
- **Finite steps.** The motion here is continuous in time. Stability of a discrete optimizer also depends on its step length and on any momentum or preconditioning.
- **A switched force.** Some implementations use a different effective force where the lowest curvature is positive, often keeping only the reversed component. The statements about minima apply to the full inverted force defined above.

For a test of an implementation, a quadratic energy with prescribed eigenvectors and curvatures matches the hypotheses directly. The inverted force returned by the code should then have components $r_i c_i$, up to rounding, when the exact eigenvector is supplied and the code applies the full inverted force, not a switched one.
